# Continuity of an unnormalised thermal trace in the strength of a source, in finite dimension

For a system with a finite-dimensional state space, the declaration says that Tr(exp(−β(H − h(b + b†))) A) is a continuous function of the real source strength h. Here β is any fixed real number and H, b and A are any fixed complex square matrices; H need not be Hermitian, and b need not obey any commutation relation. The trace is unnormalised: a thermal expectation value would be this trace divided by Tr exp(−β(H − h(b + b†))), and the statement does not treat that quotient. The proof shows that the exponent is continuous in h, composes it with the continuous matrix exponential, multiplies by the constant A and takes the trace.

Lean 4 with Mathlib refuses this proof:

```lean
import Mathlib

open Matrix Filter Topology
open scoped ComplexOrder

namespace ContinuousTraceWithSource

noncomputable section

variable {n : Type*} [Fintype n] [DecidableEq n]

/-- The Boltzmann operator `exp(-β H)`. -/
def boltzmann (β : ℝ) (H : Matrix n n ℂ) : Matrix n n ℂ :=
  NormedSpace.exp ((-(β : ℂ)) • H)

/-- The Hamiltonian `H - h (b + b†)` with a source of real strength `h` coupled to `b`. -/
def withSource (H b : Matrix n n ℂ) (h : ℝ) : Matrix n n ℂ :=
  H - (h : ℂ) • (b + bᴴ)

open scoped Matrix.Norms.Operator in
/-- The unnormalised thermal expectation of any operator `A` is a continuous function of the
source strength. -/
theorem continuous_trace_withSource (β : ℝ) (H b A : Matrix n n ℂ) :
    Continuous fun h : ℝ => (boltzmann β (withSource H b h) * A).trace := by
  have hexp : Continuous (fun M : Matrix n n ℂ => NormedSpace.exp M) :=
    NormedSpace.exp_continuous
  have harg : Continuous fun h : ℝ => (-(β : ℂ)) • withSource H b h :=
    (continuous_const.sub (Complex.continuous_ofReal.smul continuous_const)).const_smul _
  exact ((hexp.comp harg).mul continuous_const).matrix_trace

end

end ContinuousTraceWithSource
```

The error:

```
Main.lean:28:4: error: Type mismatch
  Continuous.const_smul (Continuous.sub continuous_const (Continuous.smul Complex.continuous_ofReal continuous_const))
    ?m.80
has type
  Continuous[_, ?m.75] (?m.80 • ((fun x => ?m.48) - Complex.ofReal • fun x => ?m.71))
but is expected to have type
  Continuous fun h => -↑β • withSource H b h
```

What went wrong. The error is in `harg`, the continuity of the exponent. The one-line proof builds a scalar multiple of a difference of functions, but the scalar, both constant matrices and a topology are still unknown in its type, as the `?m` terms show. The expected type has `withSource H b h` where the proof has that difference, and the subtraction is visible only once `withSource` is unfolded. Lean would have had to match the two through the definition and fill in the unknowns together, and it reported a mismatch.

The repair states the intermediate functions. `hsrc` gives the source term explicitly, which fixes the matrix `b + bᴴ`. `hham` subtracts it from the constant `H`, named by `(y := H)`, so that Lean has only to check that a fully specified difference agrees with `withSource H b h` by definition. The new `harg` then multiplies `hham` by the explicit scalar `-(β : ℂ)`, with `withSource H b h` already in the form the goal uses.

Lean accepts the file once it reads:

```diff
@@ -25,6 +25,10 @@
   have hexp : Continuous (fun M : Matrix n n ℂ => NormedSpace.exp M) :=
     NormedSpace.exp_continuous
+  have hsrc : Continuous fun h : ℝ => (h : ℂ) • (b + bᴴ) :=
+    Complex.continuous_ofReal.smul continuous_const
+  have hham : Continuous fun h : ℝ => withSource H b h :=
+    (continuous_const (y := H)).sub hsrc
   have harg : Continuous fun h : ℝ => (-(β : ℂ)) • withSource H b h :=
-    (continuous_const.sub (Complex.continuous_ofReal.smul continuous_const)).const_smul _
+    hham.const_smul (-(β : ℂ))
   exact ((hexp.comp harg).mul continuous_const).matrix_trace
 
```
